# The overlap of two unnormalised Slater determinants is N! times the determinant of their orbital overlaps

Let X be a finite set of one-particle configurations, and let φ_j and χ_j be two families of N complex orbitals on X. Then

Σ_x conj(det[φ_j(x_i)]) · det[χ_j(x_i)] = N! · det[⟨φ_i, χ_j⟩],

where x runs over all assignments of a configuration x_i to each particle i, and

⟨u, v⟩ = Σ_y conj(u(y)) v(y).

No orthogonality is assumed, within either family or between them. With the usual prefactor 1/√N! on each determinant, the factor N! disappears and the inner product of the two wave functions is det[⟨φ_i, χ_j⟩]. If each family is orthonormal, both wave functions have norm 1 and this is the overlap of the two states; otherwise it is still to be divided by the two norms, provided that neither is zero.

The physical question is how much one N-fermion state resembles another when each is built from its own set of orbitals. It arises when two mean-field solutions on a finite lattice are compared, each of them a single determinant. Read literally, the left-hand side has |X|^N terms; the right-hand side needs N² one-particle sums and one determinant.

## From a sum over configurations to one determinant

Write D_φ(x) = det[φ_j(x_i)], with the particle i labelling rows and the orbital j labelling columns. Expanding over permutations σ of the N labels gives

D_φ(x) = Σ_σ sgn(σ) Π_i φ_{σ(i)}(x_i).

Each term is a Hartree product, in which particle i occupies orbital σ(i).

First pair a single Hartree product with the determinant of the χ_j:

Σ_x conj(Π_i φ_i(x_i)) D_χ(x) = Σ_σ sgn(σ) Σ_x Π_i conj(φ_i(x_i)) χ_{σ(i)}(x_i).

Factor i of the product depends only on x_i, so the sum over x factorises particle by particle:

Σ_x Π_i conj(φ_i(x_i)) χ_{σ(i)}(x_i) = Π_i ⟨φ_i, χ_{σ(i)}⟩.

Let S be the matrix with entries S_ij = ⟨φ_i, χ_j⟩. The signed sum of these products is det S, so one Hartree product already gives the whole determinant of overlaps.

Now take the term of D_φ that belongs to σ. Its orbitals are φ_{σ(i)} in place of φ_i, which permutes the rows of S and turns det S into sgn(σ) det S. The term also carries its own sign, which is real and unaffected by conjugation. Its contribution is therefore

sgn(σ) · sgn(σ) · det S = det S.

There are N! permutations, all contributing equally, and the formula follows.

## Norm, orthogonality and linear dependence

If χ = φ and the orbitals are orthonormal, S is the identity and Σ_x |D_φ(x)|² = N!. If some χ_k is orthogonal to every φ_i, column k of S is zero and the two determinants are orthogonal.

The formula also decides when D_φ is zero at every configuration. Suppose that it is. Then N! det G = 0, where G_ij = ⟨φ_i, φ_j⟩ is the Gram matrix, so there are coefficients c_j, not all zero, with Σ_j G_ij c_j = 0 for each i. Put u = Σ_j c_j φ_j. This says ⟨φ_i, u⟩ = 0 for each i, and hence

Σ_y |u(y)|² = ⟨u, u⟩ = Σ_j conj(c_j) ⟨φ_j, u⟩ = 0.

So u = 0, and the orbitals are linearly dependent. Conversely, if Σ_j c_j φ_j = 0 with some c_j nonzero, the same combination of the columns of [φ_j(x_i)] vanishes for every x, and so does the determinant.

## Orbitals as functions on a finite set

In Lean 4 with Mathlib:

```lean
import Mathlib

open Equiv ComplexConjugate

namespace SlaterOverlap

noncomputable section

variable {X : Type*} [Fintype X] {N : ℕ}
```

The type `X` may stand for lattice sites, or for pairs of a site and a spin value. Particles and orbitals are both labelled by `Fin N`, that is, by 0, …, N−1. The case N = 0 is allowed: there is one empty configuration, and both sides of the overlap formula equal 1.

```lean
/-- The overlap `⟨u, v⟩` of two orbitals on a finite one-particle configuration space. -/
def overlap (u v : X → ℂ) : ℂ := ∑ y, conj (u y) * v y
```

An orbital is any function `X → ℂ`, normalised or not. The conjugate sits on the first argument, as in Dirac notation. There are no weights in the sum, so the points of `X` play the part of an orthonormal one-particle basis.

```lean
/-- The matrix of overlaps `⟨φ i, χ j⟩` between two families of orbitals. -/
def overlapMatrix (φ χ : Fin N → X → ℂ) : Matrix (Fin N) (Fin N) ℂ :=
  Matrix.of fun i j => overlap (φ i) (χ j)
```

Rows of `overlapMatrix φ χ` belong to `φ` and columns to `χ`. For `φ = χ` it is the Gram matrix G.

```lean
omit [Fintype X] in
/-- The unnormalised Slater determinant of the orbitals `φ`, with particle `i` at `x i`. -/
def slater (φ : Fin N → X → ℂ) (x : Fin N → X) : ℂ :=
  (Matrix.of fun i j => φ j (x i)).det
```

The name `slater` denotes the bare determinant; the textbook wave function is `slater φ x` divided by √N!. A configuration is a function `x : Fin N → X`, so the particles carry labels and two of them may be given the same point. The determinant is zero there, because two rows coincide.

The step from this model to electrons in continuous space is the replacement of the sum over `X` by an integral over position and a sum over spin, with square-integrable orbitals. The theorems are stated for the finite sum.

## Hartree products and exchange of particles

```lean
omit [Fintype X] in
/-- A Slater determinant is the signed sum of Hartree products over all assignments of
the orbitals to the particles. -/
theorem slater_expand (φ : Fin N → X → ℂ) (x : Fin N → X) :
    slater φ x = ∑ σ : Perm (Fin N), ((Perm.sign σ : ℤ) : ℂ) * ∏ i, φ (σ i) (x i) := by
  rw [slater, ← Matrix.det_transpose, Matrix.det_apply']
  rfl
```

This is the permutation expansion of D_φ. Mathlib's formula for the determinant permutes the row index, whereas here the column index, the orbital, is to be permuted; the transpose in the proof makes the exchange. The expression `((Perm.sign σ : ℤ) : ℂ)` is sgn(σ) read as a complex number.

```lean
omit [Fintype X] in
/-- Permuting the particles multiplies a Slater determinant by the sign of the permutation. -/
theorem slater_antisymm (φ : Fin N → X → ℂ) (x : Fin N → X) (τ : Perm (Fin N)) :
    slater φ (fun i => x (τ i)) = ((Perm.sign τ : ℤ) : ℂ) * slater φ x :=
  Matrix.det_permute τ (Matrix.of fun i j => φ j (x i))
```

Relabelling the particles by `τ` permutes the rows of the matrix and multiplies the determinant by sgn(τ). For a transposition this is the sign change of a fermionic wave function under exchange. This statement and the expansion before it hold for infinite `X` as well.

## One Hartree product gives the whole determinant

```lean
/-- The overlap of a single Hartree product with a Slater determinant is the determinant
of the orbital overlaps. -/
theorem hartree_overlap (φ χ : Fin N → X → ℂ) :
    ∑ x : Fin N → X, conj (∏ i, φ i (x i)) * slater χ x = (overlapMatrix φ χ).det := by
  rw [← Matrix.det_transpose, Matrix.det_apply']
  -- the product of one-particle sums is a sum over all configurations
  simp only [Matrix.transpose_apply, overlapMatrix, Matrix.of_apply, overlap,
    Finset.prod_univ_sum, Fintype.piFinset_univ, slater_expand, Finset.mul_sum]
  rw [Finset.sum_comm]
  refine Finset.sum_congr rfl fun σ _ => Finset.sum_congr rfl fun x _ => ?_
  rw [map_prod, Finset.prod_mul_distrib]
  ring
```

The left-hand side contains a plain product, with particle i in orbital i, and a full determinant. The proof expands the determinants on both sides over permutations. `Finset.prod_univ_sum` is the factorisation step, used from right to left of the derivation above: it turns a product of one-particle sums into a single sum over configurations. `Finset.sum_comm` then exchanges the sums over x and σ, after which the two sides agree term by term.

## The overlap formula

```lean
/-- The overlap of two unnormalised Slater determinants is `N!` times the determinant of
the overlaps of their orbitals. -/
theorem slater_overlap (φ χ : Fin N → X → ℂ) :
    ∑ x : Fin N → X, conj (slater φ x) * slater χ x
      = (N.factorial : ℂ) * (overlapMatrix φ χ).det := by
  -- every Hartree product on the left contributes the same amount
  have key : ∀ σ : Perm (Fin N),
      ∑ x : Fin N → X, conj (((Perm.sign σ : ℤ) : ℂ) * ∏ i, φ (σ i) (x i)) * slater χ x
        = (overlapMatrix φ χ).det := by
    intro σ
    have h := hartree_overlap (fun i => φ (σ i)) χ
    have hp : (overlapMatrix (fun i => φ (σ i)) χ).det
        = ((Perm.sign σ : ℤ) : ℂ) * (overlapMatrix φ χ).det :=
      Matrix.det_permute σ (overlapMatrix φ χ)
    have hs : ((Perm.sign σ : ℤ) : ℂ) * ((Perm.sign σ : ℤ) : ℂ) = 1 := by
      rcases Int.units_eq_one_or (Perm.sign σ) with h | h <;> simp [h]
    calc _ = ((Perm.sign σ : ℤ) : ℂ) *
          ∑ x : Fin N → X, conj (∏ i, φ (σ i) (x i)) * slater χ x := by
          rw [Finset.mul_sum]
          refine Finset.sum_congr rfl fun x _ => ?_
          rw [map_mul, map_intCast]
          ring
      _ = _ := by rw [h, hp, ← mul_assoc, hs, one_mul]
  calc _ = ∑ σ : Perm (Fin N), ∑ x : Fin N → X,
        conj (((Perm.sign σ : ℤ) : ℂ) * ∏ i, φ (σ i) (x i)) * slater χ x := by
        rw [Finset.sum_comm]
        refine Finset.sum_congr rfl fun x _ => ?_
        rw [slater_expand φ x, map_sum, Finset.sum_mul]
    _ = ∑ _σ : Perm (Fin N), (overlapMatrix φ χ).det :=
        Finset.sum_congr rfl fun σ _ => key σ
    _ = _ := by simp [Fintype.card_perm]
```

The statement is the formula at the head of the text, for all N and all families `φ` and `χ`.

The intermediate claim `key` says that each signed Hartree product of the left determinant contributes det S. Inside it, `h` applies the preceding theorem to the reordered orbitals `φ (σ i)`, `hp` extracts the sign from the permuted rows of the overlap matrix, and `hs` records that a sign squares to 1. The first `calc` block moves the sign out of the conjugate and combines these three facts. The second expands `slater φ x`, exchanges the sums, and applies `key` to each permutation. What remains is a constant summed over all permutations, and `Fintype.card_perm` counts them as N!.

## Orthonormal orbitals and a two-site pair

```lean
/-- For orthonormal orbitals the squared norm of the unnormalised Slater determinant
is `N!`. -/
theorem slater_norm_sq (φ : Fin N → X → ℂ)
    (h : ∀ i j, overlap (φ i) (φ j) = if i = j then 1 else 0) :
    ∑ x : Fin N → X, ‖slater φ x‖ ^ 2 = (N.factorial : ℝ) := by
  have hG : overlapMatrix φ φ = 1 := by
    ext i j
    rw [Matrix.one_apply]
    exact h i j
  have hm := slater_overlap φ φ
  rw [hG, Matrix.det_one, mul_one] at hm
  simp only [Complex.conj_mul'] at hm
  exact_mod_cast hm
```

The hypothesis `h` is orthonormality, written as a Kronecker delta. It makes the Gram matrix the identity, and the overlap formula then gives N! as a complex number. The last two lines rewrite conj(z)z as ‖z‖² and pass to the real numbers. Dividing by N! shows that the textbook wave function has norm 1.

Normalised orbitals alone do not suffice. On two sites take φ_0 = (1, 0) and φ_1 = (3/5, 4/5), each of norm 1, with overlap 3/5. The determinant is ±4/5 when the particles are on different sites and 0 otherwise, so the sum of squares is 32/25 and not 2.

```lean
/-- Two orbitals on two sites, with amplitudes `(3/5, 4i/5)` and `(4i/5, 3/5)`. -/
def twoSite : Fin 2 → Fin 2 → ℂ :=
  ![![3 / 5, 4 / 5 * Complex.I], ![4 / 5 * Complex.I, 3 / 5]]

/-- The two orbitals `twoSite` are orthonormal. -/
theorem slater_norm_sq_witness (i j : Fin 2) :
    overlap (twoSite i) (twoSite j) = if i = j then 1 else 0 := by
  -- real numbers are their own conjugates
  have h3 : conj (3 : ℂ) = 3 := Complex.conj_eq_iff_im.mpr (by simp)
  have h4 : conj (4 : ℂ) = 4 := Complex.conj_eq_iff_im.mpr (by simp)
  have h5 : conj (5 : ℂ) = 5 := Complex.conj_eq_iff_im.mpr (by simp)
  fin_cases i <;> fin_cases j <;>
    simp [overlap, twoSite, Fin.sum_univ_two, Complex.ext_iff, h3, h4, h5] <;> norm_num
```

Despite its name, `slater_norm_sq_witness` concerns only the orbitals: it verifies the hypothesis of `slater_norm_sq` for this pair. The proof goes through the four choices of i and j. For i = 0 and j = 1 the overlap is

(3/5)(4i/5) + (−4i/5)(3/5) = 0,

where the i inside the fractions is the imaginary unit. Without the conjugate the two terms would add to 24i/25. For these orbitals the determinant is ±1 when the particles are on different sites, which gives the squared norm 2 = 2!.

## One orthogonal orbital is enough

```lean
/-- If one orbital of the second determinant is orthogonal to all orbitals of the first,
the two Slater determinants are orthogonal. -/
theorem slater_orthogonal (φ χ : Fin N → X → ℂ) (k : Fin N)
    (h : ∀ i, overlap (φ i) (χ k) = 0) :
    ∑ x : Fin N → X, conj (slater φ x) * slater χ x = 0 := by
  rw [slater_overlap, Matrix.det_eq_zero_of_column_eq_zero k h, mul_zero]
```

The hypothesis is that `χ k` is orthogonal to all of the `φ i`; nothing is asked of the other orbitals. It makes column `k` of the overlap matrix zero, so its determinant vanishes. The condition is sufficient but not necessary: by the overlap formula, the two determinants are orthogonal exactly when the overlap matrix is singular, which can happen without a zero column. The theorem does cover the familiar case of a determinant in which one occupied orbital has been replaced by an empty one from the same orthonormal set: the column of the new orbital is zero, and the determinant is orthogonal to the original.

## Determinants that vanish identically

```lean
/-- A Slater determinant vanishes at every configuration exactly when its orbitals are
linearly dependent. -/
theorem slater_eq_zero_iff (φ : Fin N → X → ℂ) :
    (∀ x, slater φ x = 0) ↔ ¬ LinearIndependent ℂ φ := by
  rw [Fintype.not_linearIndependent_iff]
  constructor
  · intro h
    have hm := slater_overlap φ φ
    simp only [h, mul_zero, Finset.sum_const_zero] at hm
    have hd : (overlapMatrix φ φ).det = 0 :=
      (mul_eq_zero.mp hm.symm).resolve_left (Nat.cast_ne_zero.mpr N.factorial_ne_zero)
    -- a null vector of the Gram matrix gives a combination of zero norm
    obtain ⟨c, hc, hGc⟩ := Matrix.exists_mulVec_eq_zero_iff.mpr hd
    refine ⟨c, ?_, Function.ne_iff.mp hc⟩
    have h1 : ∀ i, overlap (φ i) (∑ j, c j • φ j) = 0 := by
      intro i
      have hi : ∑ j, overlap (φ i) (φ j) * c j = 0 := congrFun hGc i
      rw [← hi]
      simp only [overlap, Finset.sum_apply, Pi.smul_apply, smul_eq_mul,
        Finset.mul_sum, Finset.sum_mul]
      rw [Finset.sum_comm]
      exact Finset.sum_congr rfl fun j _ => Finset.sum_congr rfl fun y _ => by ring
    have h2 : ∀ v : X → ℂ, overlap (∑ j, c j • φ j) v
        = ∑ j, conj (c j) * overlap (φ j) v := by
      intro v
      simp only [overlap, Finset.sum_apply, Pi.smul_apply, smul_eq_mul, map_sum, map_mul,
        Finset.mul_sum, Finset.sum_mul]
      rw [Finset.sum_comm]
      exact Finset.sum_congr rfl fun j _ => Finset.sum_congr rfl fun y _ => by ring
    have h3 := h2 (∑ j, c j • φ j)
    simp only [h1, mul_zero, Finset.sum_const_zero] at h3
    generalize (∑ j, c j • φ j) = u at h3 ⊢
    simp only [overlap, Complex.conj_mul'] at h3
    have h4 : ∑ y, ‖u y‖ ^ 2 = 0 := by exact_mod_cast h3
    rw [Finset.sum_eq_zero_iff_of_nonneg (fun y _ => sq_nonneg _)] at h4
    funext y
    exact norm_eq_zero.mp (pow_eq_zero_iff two_ne_zero |>.mp (h4 y (Finset.mem_univ y)))
  · rintro ⟨c, hc, hne⟩ x
    -- the same combination annihilates the columns of the determinant
    refine Matrix.exists_mulVec_eq_zero_iff.mp ⟨c, Function.ne_iff.mpr hne, ?_⟩
    funext i
    have hi := congrFun hc (x i)
    simp only [Finset.sum_apply, Pi.smul_apply, smul_eq_mul, Pi.zero_apply] at hi
    simp only [Matrix.mulVec, dotProduct, Matrix.of_apply, Pi.zero_apply]
    rw [← hi]
    exact Finset.sum_congr rfl fun j _ => mul_comm _ _

end

end SlaterOverlap
```

`LinearIndependent ℂ φ` refers to the indexed family, so an orbital that occurs twice already makes the family dependent. That case is the Pauli principle in its simplest form. The theorem also includes dependences that are less visible, such as that of any three orbitals when `X` has only two points.

In the forward direction, `hd` obtains det G = 0 from the overlap formula by cancelling the nonzero factor N!. `Matrix.exists_mulVec_eq_zero_iff` supplies the null vector `c`. Then `h1` is the statement ⟨φ_i, u⟩ = 0, and `h2` expands the first argument of the overlap, with conjugated coefficients. Together they give ⟨u, u⟩ = 0 in `h3`. As a sum of non-negative terms, `h4` forces each u(y) to be zero.

In the reverse direction, the vanishing combination is evaluated at the point `x i` for each row i. This shows that `c` is a null vector of the matrix whose determinant is `slater φ x`.

```lean
#print axioms SlaterOverlap.slater_overlap
#print axioms SlaterOverlap.slater_norm_sq
#print axioms SlaterOverlap.slater_orthogonal
#print axioms SlaterOverlap.slater_eq_zero_iff
```

```
'SlaterOverlap.slater_overlap' depends on axioms: [propext, Classical.choice, Quot.sound]
'SlaterOverlap.slater_norm_sq' depends on axioms: [propext, Classical.choice, Quot.sound]
'SlaterOverlap.slater_orthogonal' depends on axioms: [propext, Classical.choice, Quot.sound]
'SlaterOverlap.slater_eq_zero_iff' depends on axioms: [propext, Classical.choice, Quot.sound]
```

## Survival amplitude of fermions on a chain

Consider 50 spinless, non-interacting fermions on a chain of 100 sites. Collect the occupied orthonormal orbitals as the columns of a 100 × 50 matrix C, so that C_yj = φ_j(y). At time zero the hopping matrix is suddenly changed to h. Since the particles do not interact, each orbital evolves separately, and in units with ħ = 1 the new orbitals are the columns of e^(−iht) C.

The amplitude for finding the system in its initial state at time t is the overlap of two normalised determinants. The matrix of orbital overlaps is C† e^(−iht) C, and therefore

A(t) = det(C† e^(−iht) C).

This is a 50 × 50 determinant for each time, whereas the sum over configurations of labelled particles would have 100^50 terms. The overlap formula supplies the last step; the orbital-by-orbital evolution is a separate property of non-interacting Hamiltonians.
